# Quadratic amplitude equations with weak coupling: one small solution, reached by iteration from zero

A coupled-cluster doubles calculation can start from zero amplitudes, insert the current amplitudes into the right-hand side of the amplitude equation, divide by the orbital-energy denominators, and repeat until the residual is small. Stopping there is sound if the iteration has a limit, if no other small solution competes with it, and if a small residual means a small error. All three hold when the driving term and the couplings are small enough in norm.

After division by the denominators, the doubles equation has the form

x = b + Lx + B(x,x).

Here x is the set of amplitudes, an element of a Banach space E. The driving term b is the first iterate from zero; with canonical Hartree–Fock orbitals it consists of the first-order amplitudes of perturbation theory. The bounded linear map L and the bounded bilinear map B collect the linear and quadratic couplings. Let l and c be numbers with ‖L‖ ≤ l < 1 and ‖B‖ ≤ c, so that ‖B(x,y)‖ ≤ c‖x‖‖y‖. They measure the couplings relative to the denominators, and a small orbital gap tends to make them large.

Write F(x) = b + Lx + B(x,x) and set

R = 2‖b‖/(1−l),  q = l + 2cR.

**Claim.** If 4c‖b‖ < (1−l)², the equation has exactly one solution x with ‖x‖ ≤ R. The iterates x₀ = 0, xₙ₊₁ = F(xₙ) satisfy ‖xₙ − x‖ ≤ qⁿ‖x‖, with 0 ≤ q < 1.

## Contraction on a ball

Bilinearity splits the difference of the quadratic terms:

B(x,x) − B(y,y) = B(x,x−y) + B(x−y,y).

Taking norms gives

‖F(x) − F(y)‖ ≤ (l + c(‖x‖ + ‖y‖)) ‖x − y‖.

If both points lie in the ball of radius R, the factor is at most q. The smallness condition makes q less than one:

q = l + 4c‖b‖/(1−l) < l + (1−l) = 1.

F also maps the ball into itself. Since 2cR < 1−l, multiplying by R gives 2cR² ≤ (1−l)R = 2‖b‖, hence cR² ≤ ‖b‖. For ‖x‖ ≤ R,

‖F(x)‖ ≤ ‖b‖ + lR + cR² ≤ 2‖b‖ + lR = (1−l)R + lR = R.

So all iterates stay in the ball. The first step has length ‖b‖ and each later one shrinks by at least the factor q, so ‖xₙ − xₙ₊₁‖ ≤ ‖b‖qⁿ. For m > n, summing the geometric series gives

‖xₙ − xₘ‖ ≤ ‖b‖qⁿ/(1−q).

The sequence is therefore Cauchy and has a limit x in the ball. Continuity of F gives F(x) = x.

If y is another solution in the ball, then ‖y − x‖ = ‖F(y) − F(x)‖ ≤ q‖y − x‖, which forces y = x. For the error, ‖xₙ₊₁ − x‖ = ‖F(xₙ) − F(x)‖ ≤ q‖xₙ − x‖, and ‖x₀ − x‖ = ‖x‖; induction gives the stated bound.

Finally, for any trial amplitudes y in the ball,

‖y − x‖ ≤ ‖y − F(y)‖ + ‖F(y) − F(x)‖ ≤ ‖y − F(y)‖ + q‖y − x‖,

so (1−q)‖y − x‖ ≤ ‖y − F(y)‖. The residual controls the error.

## Two scalar equations

Take x = 3/64 + x/2 + x², with l = 1/2 and c = 1. Then 4c‖b‖ = 3/16 is below (1−l)² = 1/4, R = 3/16 and q = 7/8. The quadratic formula gives the solutions 1/8, inside the ball, and 3/8, outside it. The first iterates are

x₁ = 3/64 ≈ 0.0469,  x₂ = 3/64 + 3/128 + 9/4096 ≈ 0.0725.

Their errors are about 0.0781 and 0.0525, within the bounds q/8 ≈ 0.1094 and q²/8 ≈ 0.0957.

Without the smallness condition, existence can fail. For x = 1 + x², with l = 0 and c = 1, we have 4c‖b‖ = 4 > 1. There is no real solution, and the iterates 0, 1, 2, 5, 26, … run off to infinity.

## The update, the radius and the rate in Lean

The amplitudes live in a normed space `E` over a field `𝕜`, which may be the real or the complex numbers.

```lean
import Mathlib

open Filter Topology

namespace CoupledClusterFixedPoint

noncomputable section

variable {𝕜 E : Type*} [NontriviallyNormedField 𝕜] [NormedAddCommGroup E] [NormedSpace 𝕜 E]
```

The type `E →L[𝕜] E` is that of continuous linear maps. A bilinear map is written as a continuous linear map whose values are again such maps, so B(x,x) becomes `B x x`.

```lean
/-- The amplitude update `x ↦ b + L x + B(x, x)`, with a driving term `b`, a linear term `L`
and a quadratic term `B`. -/
def ccMap (b : E) (L : E →L[𝕜] E) (B : E →L[𝕜] E →L[𝕜] E) (x : E) : E :=
  b + L x + B x x
```

The next two definitions are R and q.

```lean
/-- The radius `2‖b‖ / (1 - l)` of the ball of amplitudes, meant for `l < 1`. -/
def ccRadius (b : E) (l : ℝ) : ℝ := 2 * ‖b‖ / (1 - l)

/-- The convergence factor `l + 2 c R`, where `R` is the radius `2‖b‖ / (1 - l)`,
meant for `l < 1`. -/
def ccRate (b : E) (l c : ℝ) : ℝ := l + 2 * c * ccRadius b l
```

## Estimates for a single update

The Lipschitz estimate comes first. The equation `h` writes the difference of the two updates as one linear and two bilinear terms, `h1` to `h3` bound these three terms by operator norms, and the `calc` block adds them up.

```lean
/-- If `‖L‖ ≤ l` and `‖B‖ ≤ c`, the update changes the distance of two amplitudes `x`, `y` by
at most the factor `l + c (‖x‖ + ‖y‖)`. -/
theorem norm_ccMap_sub_le (b : E) {L : E →L[𝕜] E} {B : E →L[𝕜] E →L[𝕜] E} {l c : ℝ}
    (hL : ‖L‖ ≤ l) (hB : ‖B‖ ≤ c) (x y : E) :
    ‖ccMap b L B x - ccMap b L B y‖ ≤ (l + c * (‖x‖ + ‖y‖)) * ‖x - y‖ := by
  -- split the difference of the quadratic terms into two bilinear pieces
  have h : ccMap b L B x - ccMap b L B y = L (x - y) + B x (x - y) + B (x - y) y := by
    simp only [ccMap, map_sub, sub_apply]
    abel
  have h1 : ‖L (x - y)‖ ≤ l * ‖x - y‖ := L.le_of_opNorm_le hL _
  have h2 : ‖B x (x - y)‖ ≤ c * ‖x‖ * ‖x - y‖ :=
    (B.le_opNorm₂ x (x - y)).trans (by gcongr)
  have h3 : ‖B (x - y) y‖ ≤ c * ‖x - y‖ * ‖y‖ :=
    (B.le_opNorm₂ (x - y) y).trans (by gcongr)
  rw [h]
  calc ‖L (x - y) + B x (x - y) + B (x - y) y‖
      ≤ ‖L (x - y)‖ + ‖B x (x - y)‖ + ‖B (x - y) y‖ := norm_add₃_le
    _ ≤ l * ‖x - y‖ + c * ‖x‖ * ‖x - y‖ + c * ‖x - y‖ * ‖y‖ := by gcongr
    _ = (l + c * (‖x‖ + ‖y‖)) * ‖x - y‖ := by ring
```

The next lemma places q in [0,1). Its `h2` is the formula q = l + 4c‖b‖/(1−l).

```lean
/-- For `0 ≤ l < 1`, `0 ≤ c` and `4 c ‖b‖ < (1 - l)²` the convergence factor lies
in `[0, 1)`. -/
theorem ccRate_mem (b : E) {l c : ℝ} (hl0 : 0 ≤ l) (hl : l < 1) (hc : 0 ≤ c)
    (hb : 4 * c * ‖b‖ < (1 - l) ^ 2) : 0 ≤ ccRate b l c ∧ ccRate b l c < 1 := by
  have hp : 0 < 1 - l := by linarith
  constructor
  · unfold ccRate ccRadius
    positivity
  · have h1 : 4 * c * ‖b‖ / (1 - l) < 1 - l := by
      rw [div_lt_iff₀ hp]
      nlinarith
    have h2 : ccRate b l c = l + 4 * c * ‖b‖ / (1 - l) := by
      unfold ccRate ccRadius
      ring
    linarith
```

For the self-mapping property, `hE` is the identity (1−l)R = 2‖b‖ and `h3` is the inequality cR² ≤ ‖b‖, obtained by multiplying q < 1 by R. The signs of l and c need no separate hypotheses, because both numbers bound norms.

```lean
/-- If `‖L‖ ≤ l < 1`, `‖B‖ ≤ c` and `4 c ‖b‖ < (1 - l)²`, the update maps the ball of radius
`2‖b‖ / (1 - l)` into itself. -/
theorem norm_ccMap_le {b : E} {L : E →L[𝕜] E} {B : E →L[𝕜] E →L[𝕜] E} {l c : ℝ}
    (hL : ‖L‖ ≤ l) (hl : l < 1) (hB : ‖B‖ ≤ c) (hb : 4 * c * ‖b‖ < (1 - l) ^ 2)
    {x : E} (hx : ‖x‖ ≤ ccRadius b l) : ‖ccMap b L B x‖ ≤ ccRadius b l := by
  have hl0 : 0 ≤ l := (norm_nonneg L).trans hL
  have hc : 0 ≤ c := (norm_nonneg B).trans hB
  have hR : 0 ≤ ccRadius b l := (norm_nonneg x).trans hx
  have hq : l + 2 * c * ccRadius b l < 1 := (ccRate_mem b hl0 hl hc hb).2
  have hE : (1 - l) * ccRadius b l = 2 * ‖b‖ := by
    have hp : 1 - l ≠ 0 := by linarith
    unfold ccRadius
    field_simp
  have h1 : ‖L x‖ ≤ l * ccRadius b l := (L.le_of_opNorm_le hL x).trans (by gcongr)
  have h2 : ‖B x x‖ ≤ c * ccRadius b l * ccRadius b l :=
    (B.le_opNorm₂ x x).trans (by gcongr)
  -- on the ball the quadratic term is no larger than the driving term
  have h3 : c * ccRadius b l * ccRadius b l ≤ ‖b‖ := by
    nlinarith [mul_le_mul_of_nonneg_right hq.le hR]
  have h4 : ‖ccMap b L B x‖ ≤ ‖b‖ + ‖L x‖ + ‖B x x‖ := norm_add₃_le
  linarith
```

Uniqueness is proved in a form that does not mention the ball: two solutions coincide whenever l + c(‖x‖ + ‖y‖) < 1. If they differed, the Lipschitz estimate would make their distance smaller than itself.

```lean
/-- If `‖L‖ ≤ l` and `‖B‖ ≤ c`, two solutions `x`, `y` of the amplitude equation with
`l + c (‖x‖ + ‖y‖) < 1` are equal. -/
theorem solution_unique {b : E} {L : E →L[𝕜] E} {B : E →L[𝕜] E →L[𝕜] E} {l c : ℝ}
    (hL : ‖L‖ ≤ l) (hB : ‖B‖ ≤ c) {x y : E} (hx : ccMap b L B x = x)
    (hy : ccMap b L B y = y) (hxy : l + c * (‖x‖ + ‖y‖) < 1) : x = y := by
  by_contra hne
  have hpos : 0 < ‖x - y‖ := norm_pos_iff.2 (sub_ne_zero.2 hne)
  have h := norm_ccMap_sub_le b hL hB x y
  rw [hx, hy] at h
  have h' := mul_lt_mul_of_pos_right hxy hpos
  linarith
```

Inside the ball, ‖x‖ + ‖y‖ ≤ 2R turns the Lipschitz factor into q.

```lean
/-- If `‖L‖ ≤ l` and `‖B‖ ≤ c`, the update changes the distance of two amplitudes in the ball of
radius `ccRadius b l` by at most the factor `ccRate b l c`. -/
theorem ccMap_contract {b : E} {L : E →L[𝕜] E} {B : E →L[𝕜] E →L[𝕜] E} {l c : ℝ}
    (hL : ‖L‖ ≤ l) (hB : ‖B‖ ≤ c) {x y : E} (hx : ‖x‖ ≤ ccRadius b l)
    (hy : ‖y‖ ≤ ccRadius b l) :
    ‖ccMap b L B x - ccMap b L B y‖ ≤ ccRate b l c * ‖x - y‖ := by
  have hc : 0 ≤ c := (norm_nonneg B).trans hB
  refine (norm_ccMap_sub_le b hL hB x y).trans ?_
  refine mul_le_mul_of_nonneg_right ?_ (norm_nonneg _)
  have h := mul_le_mul_of_nonneg_left (add_le_add hx hy) hc
  unfold ccRate
  linarith
```

## Existence, uniqueness and the geometric error bound

The main theorem adds `CompleteSpace E`, which makes E a Banach space; every finite-dimensional real or complex amplitude space qualifies. Its conclusion gives a solution in the ball, its uniqueness there, the range of q, and the error bound for every n. The expression `(ccMap b L B)^[n] 0` is the iterate xₙ.

In the proof, `hball` keeps the iterates in the ball and `hstep` is the bound ‖b‖qⁿ on successive steps. Together with q < 1, the latter gives the Cauchy property `hC`. Completeness supplies the limit, `hfix` shows by continuity that it solves the equation, and `hxR` passes the norm bound to the limit. The last induction is the error estimate.

```lean
/-- In a Banach space with `‖L‖ ≤ l < 1`, `‖B‖ ≤ c` and `4 c ‖b‖ < (1 - l)²`, the equation
`x = b + L x + B(x, x)` has exactly one solution of norm at most `2‖b‖ / (1 - l)`, and the
iteration from zero amplitudes converges to it geometrically. -/
theorem exists_unique_solution [CompleteSpace E] {b : E} {L : E →L[𝕜] E}
    {B : E →L[𝕜] E →L[𝕜] E} {l c : ℝ} (hL : ‖L‖ ≤ l) (hl : l < 1) (hB : ‖B‖ ≤ c)
    (hb : 4 * c * ‖b‖ < (1 - l) ^ 2) :
    ∃ x : E, (x = b + L x + B x x ∧ ‖x‖ ≤ 2 * ‖b‖ / (1 - l)) ∧
      (∀ y : E, y = b + L y + B y y → ‖y‖ ≤ 2 * ‖b‖ / (1 - l) → y = x) ∧
      (0 ≤ ccRate b l c ∧ ccRate b l c < 1) ∧
      ∀ n : ℕ, ‖(ccMap b L B)^[n] 0 - x‖ ≤ ccRate b l c ^ n * ‖x‖ := by
  have hl0 : 0 ≤ l := (norm_nonneg L).trans hL
  have hc : 0 ≤ c := (norm_nonneg B).trans hB
  obtain ⟨hq0, hq1⟩ := ccRate_mem b hl0 hl hc hb
  -- all iterates stay in the ball
  have hball : ∀ n : ℕ, ‖(ccMap b L B)^[n] 0‖ ≤ ccRadius b l := by
    intro n
    induction n with
    | zero =>
      have hp : 0 < 1 - l := by linarith
      rw [Function.iterate_zero_apply, norm_zero]
      unfold ccRadius
      positivity
    | succ n ih =>
      rw [Function.iterate_succ_apply']
      exact norm_ccMap_le hL hl hB hb ih
  -- successive steps shrink geometrically
  have hstep : ∀ n : ℕ, ‖(ccMap b L B)^[n] 0 - (ccMap b L B)^[n + 1] 0‖
      ≤ ‖b‖ * ccRate b l c ^ n := by
    intro n
    induction n with
    | zero => simp [ccMap]
    | succ n ih =>
      calc ‖(ccMap b L B)^[n + 1] 0 - (ccMap b L B)^[n + 1 + 1] 0‖
          = ‖ccMap b L B ((ccMap b L B)^[n] 0) - ccMap b L B ((ccMap b L B)^[n + 1] 0)‖ := by
            simp only [Function.iterate_succ_apply']
        _ ≤ ccRate b l c * ‖(ccMap b L B)^[n] 0 - (ccMap b L B)^[n + 1] 0‖ :=
            ccMap_contract hL hB (hball n) (hball (n + 1))
        _ ≤ ccRate b l c * (‖b‖ * ccRate b l c ^ n) := mul_le_mul_of_nonneg_left ih hq0
        _ = ‖b‖ * ccRate b l c ^ (n + 1) := by ring
  have hC : CauchySeq (fun n : ℕ => (ccMap b L B)^[n] 0) :=
    cauchySeq_of_le_geometric (ccRate b l c) ‖b‖ hq1
      (fun n => by rw [dist_eq_norm]; exact hstep n)
  obtain ⟨x, hx⟩ := cauchySeq_tendsto_of_complete hC
  -- the limit solves the equation by continuity of the update
  have hcont : Continuous (ccMap b L B) :=
    (continuous_const.add L.continuous).add (B.continuous.clm_apply continuous_id)
  have hfix : ccMap b L B x = x := isFixedPt_of_tendsto_iterate hx hcont.continuousAt
  have hxR : ‖x‖ ≤ ccRadius b l := le_of_tendsto' hx.norm hball
  refine ⟨x, ⟨hfix.symm, hxR⟩, ?_, ⟨hq0, hq1⟩, ?_⟩
  · intro y hy hyR
    refine solution_unique hL hB hy.symm hfix ?_
    have h := mul_le_mul_of_nonneg_left (add_le_add hyR hxR) hc
    have hq : l + 2 * c * (2 * ‖b‖ / (1 - l)) < 1 := hq1
    unfold ccRadius at h
    linarith
  · intro n
    induction n with
    | zero => simp
    | succ n ih =>
      have h := ccMap_contract hL hB (hball n) hxR
      rw [hfix] at h
      rw [Function.iterate_succ_apply']
      calc _ ≤ ccRate b l c * ‖(ccMap b L B)^[n] 0 - x‖ := h
        _ ≤ ccRate b l c * (ccRate b l c ^ n * ‖x‖) := mul_le_mul_of_nonneg_left ih hq0
        _ = ccRate b l c ^ (n + 1) * ‖x‖ := by ring
```

The theorem applies to quadratic equations and to the plain iteration, without damping or extrapolation. Coupled cluster with singles and doubles also has cubic and quartic terms, which this F does not contain. The bounds l and c are assumed; deriving them from a Hamiltonian is a separate task.

## What a small residual says

The triangle inequality `ht` and the contraction give the residual bound. It is informative when q < 1, which the smallness condition ensures. The residual here is y − F(y), with the denominators already divided out, and not the raw projected equation.

```lean
/-- If `‖L‖ ≤ l` and `‖B‖ ≤ c`, then for trial amplitudes `y` and a solution `x`, both in the ball
of radius `ccRadius b l`, the distance of `y` from `x` times `1 - ccRate b l c` is at most the norm
of the residual `y - ccMap b L B y`. -/
theorem residual_bound {b : E} {L : E →L[𝕜] E} {B : E →L[𝕜] E →L[𝕜] E} {l c : ℝ}
    (hL : ‖L‖ ≤ l) (hB : ‖B‖ ≤ c) {x y : E} (hfix : ccMap b L B x = x)
    (hx : ‖x‖ ≤ ccRadius b l) (hy : ‖y‖ ≤ ccRadius b l) :
    (1 - ccRate b l c) * ‖y - x‖ ≤ ‖y - ccMap b L B y‖ := by
  have h := ccMap_contract hL hB hy hx
  rw [hfix] at h
  have ht := norm_sub_le_norm_sub_add_norm_sub y (ccMap b L B y) x
  linarith
```

## A second solution, and the limit of the smallness condition

The first scalar equation of the worked example is now checked: it meets the norm conditions, and it has one solution inside the ball and one outside. Uniqueness is thus a statement about small amplitudes only. For this pair l + c(‖x‖ + ‖y‖) equals exactly 1, so the strict inequality in `solution_unique` cannot be weakened to ≤.

```lean
/-- The scalar equation `x = 3/64 + x/2 + x²` meets the smallness conditions with `l = 1/2` and
`c = 1`; it has the solution `1/8` inside the ball of radius `ccRadius (3/64) (1/2)` and a second
solution `3/8` outside it. -/
theorem two_solutions_witness :
    ‖(1 / 2 : ℝ) • ContinuousLinearMap.id ℝ ℝ‖ ≤ 1 / 2 ∧
    ‖ContinuousLinearMap.mul ℝ ℝ‖ ≤ 1 ∧
    4 * 1 * ‖(3 / 64 : ℝ)‖ < (1 - 1 / 2) ^ 2 ∧
    ccMap (3 / 64 : ℝ) ((1 / 2 : ℝ) • ContinuousLinearMap.id ℝ ℝ)
      (ContinuousLinearMap.mul ℝ ℝ) (1 / 8) = 1 / 8 ∧
    ccMap (3 / 64 : ℝ) ((1 / 2 : ℝ) • ContinuousLinearMap.id ℝ ℝ)
      (ContinuousLinearMap.mul ℝ ℝ) (3 / 8) = 3 / 8 ∧
    1 / 8 ≤ ccRadius (3 / 64 : ℝ) (1 / 2) ∧ ccRadius (3 / 64 : ℝ) (1 / 2) < 3 / 8 := by
  have hn : ‖(3 / 64 : ℝ)‖ = 3 / 64 := Real.norm_of_nonneg (by norm_num)
  refine ⟨?_, ContinuousLinearMap.opNorm_mul_le ℝ ℝ, ?_, ?_, ?_, ?_, ?_⟩
  · rw [norm_smul, ContinuousLinearMap.norm_id]
    norm_num
  · rw [hn]
    norm_num
  · norm_num [ccMap]
  · norm_num [ccMap]
  · rw [ccRadius, hn]
    norm_num
  · rw [ccRadius, hn]
    norm_num
```

The last theorem treats the real scalar equation on the other side of the threshold. Completing the square gives

(2cx − (1−l))² = (1−l)² − 4cb,

and a real square cannot be negative. The constant 4 in the smallness condition therefore cannot be replaced by a smaller one. The case of equality is left open by both theorems.

```lean
/-- For real numbers `b`, `l`, `c` with `4 c b > (1 - l)²` the scalar equation `x = b + l x + c x²`
has no real solution. -/
theorem no_real_solution {b l c : ℝ} (h : (1 - l) ^ 2 < 4 * c * b) (x : ℝ) :
    x ≠ b + l * x + c * x ^ 2 := by
  intro hx
  -- complete the square
  have hs : (2 * c * x - (1 - l)) ^ 2 = (1 - l) ^ 2 - 4 * c * b := by
    linear_combination (-4 * c) * hx
  have hn := sq_nonneg (2 * c * x - (1 - l))
  linarith

end

end CoupledClusterFixedPoint
```

```lean
#print axioms CoupledClusterFixedPoint.exists_unique_solution
#print axioms CoupledClusterFixedPoint.residual_bound
#print axioms CoupledClusterFixedPoint.no_real_solution
```

```
'CoupledClusterFixedPoint.exists_unique_solution' depends on axioms: [propext, Classical.choice, Quot.sound]
'CoupledClusterFixedPoint.residual_bound' depends on axioms: [propext, Classical.choice, Quot.sound]
'CoupledClusterFixedPoint.no_real_solution' depends on axioms: [propext, Classical.choice, Quot.sound]
```
